# In a linearly independent normalised basis, an overlap of modulus $a$ makes the condition number of the overlap matrix at least $(1+a)/(1-a)$

Let $\chi_1,\dots,\chi_N$ be normalised, linearly independent basis functions with overlap matrix $S_{ij}=\langle\chi_i|\chi_j\rangle$. Then $S$ is complex, positive definite and has unit diagonal. I write $\lambda_{\min}$ and $\lambda_{\max}$ for its extreme eigenvalues and call $\lambda_{\max}/\lambda_{\min}$ its condition number.

Suppose two different functions have an overlap of modulus $a=|S_{ij}|$. I expect that this single number already limits the whole matrix, whatever the other functions are:

$$\lambda_{\min}\le 1-a,\qquad \lambda_{\max}\ge 1+a,\qquad \frac{\lambda_{\max}}{\lambda_{\min}}\ge\frac{1+a}{1-a}.$$

Two nearly parallel functions would then be enough to spoil the basis. Can this be derived rigorously, for complex overlaps and any finite basis, and checked by machine?

## Averaging the eigenvalues over one pair of functions

Yes. Let $U$ be the unitary matrix whose columns are orthonormal eigenvectors of $S$, with eigenvalues $\lambda_k$. From $SU=U\Lambda$, where $\Lambda$ is the diagonal matrix of the $\lambda_k$, and $UU^\dagger=1$ we get $S=U\Lambda U^\dagger$. In components,

$$\sum_k U_{ik}U_{jk}^*=\delta_{ij},\qquad S_{ij}=\sum_k\lambda_k U_{ik}U_{jk}^*.$$

Take $i\ne j$ and a phase $z$ with $|z|=1$, and define the weights

$$w_k=|U_{ik}+zU_{jk}|^2=|U_{ik}|^2+|U_{jk}|^2+2\,\mathrm{Re}\,(z^*U_{ik}U_{jk}^*)\ge 0 .$$

Summing over $k$, without and with the eigenvalues, gives

$$\sum_k w_k=1+1+0=2,\qquad \sum_k\lambda_k w_k=S_{ii}+S_{jj}+2\,\mathrm{Re}\,(z^*S_{ij})=2+2\,\mathrm{Re}\,(z^*S_{ij}).$$

The normalised weights $w_k/2$ sum to one, so they average the eigenvalues to $1+\mathrm{Re}(z^*S_{ij})$. This is the Rayleigh quotient of $S$ for the coefficients of $(\chi_i+z^*\chi_j)/\sqrt2$. An average lies between the extremes:

$$\lambda_{\min}\le 1+\mathrm{Re}\,(z^*S_{ij})\le\lambda_{\max}.$$

Write $S_{ij}=a\,e^{i\theta}$. The choice $z=e^{i\theta}$ gives $\lambda_{\max}\ge1+a$, and $z=-e^{i\theta}$ gives $\lambda_{\min}\le1-a$.

Positive definiteness now gives $0<\lambda_{\min}\le1-a$, so $a<1$. Multiplying $1+a\le\lambda_{\max}$ by $\lambda_{\min}\le1-a$, with all quantities non-negative, yields $(1+a)\lambda_{\min}\le\lambda_{\max}(1-a)$. Division by the positive number $\lambda_{\min}(1-a)$ gives the bound on the condition number.

The mistake to watch for is to try only the real combinations $\chi_i\pm\chi_j$. They give the bounds with $|\mathrm{Re}\,S_{ij}|$ in place of $|S_{ij}|$, and for a purely imaginary overlap they show nothing beyond $\lambda_{\min}\le1\le\lambda_{\max}$. Taking $z=\pm e^{i\theta}$ instead adapts the combination $\chi_i+z^*\chi_j$ to the phase of the overlap.

Two consequences are also proved. If the condition number is at most $\kappa$, then $1+a\le\kappa(1-a)$, which rearranges to $a\le(\kappa-1)/(\kappa+1)$ for every pair. For a basis of exactly two functions, trace and determinant give $\lambda+\lambda'=2$ and $\lambda\lambda'=1-a^2$. Hence $(\lambda-1)^2=1-\lambda\lambda'=a^2$, and all three bounds become equalities.

## The Lean file

```lean
import Mathlib

open Matrix
open scoped ComplexOrder

namespace NearLinearDependence

noncomputable section

variable {n : Type*} [Fintype n] [DecidableEq n] {S : Matrix n n ℂ}

/-- The smallest eigenvalue of a Hermitian overlap matrix. -/
def lowest (hS : S.IsHermitian) : ℝ := ⨅ k, hS.eigenvalues k

/-- The largest eigenvalue of a Hermitian overlap matrix. -/
def highest (hS : S.IsHermitian) : ℝ := ⨆ k, hS.eigenvalues k

/-- Largest eigenvalue over smallest eigenvalue. For a positive definite matrix this is the spectral
condition number. -/
def conditionNumber (hS : S.IsHermitian) : ℝ := highest hS / lowest hS

/-- The unitary matrix whose columns are orthonormal eigenvectors of the overlap matrix. -/
def modes (hS : S.IsHermitian) : Matrix n n ℂ := (hS.eigenvectorUnitary : Matrix n n ℂ)

/-- Completeness relation of the eigenvectors of the overlap matrix. -/
theorem modes_complete (hS : S.IsHermitian) (i j : n) :
    ∑ k, modes hS i k * star (modes hS j k) = (1 : Matrix n n ℂ) i j := by
  have h : modes hS * star (modes hS) = 1 :=
    Matrix.mem_unitaryGroup_iff.mp hS.eigenvectorUnitary.2
  rw [← h, Matrix.mul_apply]
  rfl

/-- Each overlap is a sum over eigenvectors, weighted by the eigenvalues. -/
theorem overlap_eq_sum_modes (hS : S.IsHermitian) (i j : n) :
    S i j = ∑ k, (hS.eigenvalues k : ℂ) * (modes hS i k * star (modes hS j k)) := by
  have h1 : modes hS * star (modes hS) = 1 :=
    Matrix.mem_unitaryGroup_iff.mp hS.eigenvectorUnitary.2
  -- the eigenvalue equations, collected into one matrix equation
  have h2 : S * modes hS
      = modes hS * Matrix.diagonal (fun k => (hS.eigenvalues k : ℂ)) := by
    ext p k
    have h := congrFun (hS.mulVec_eigenvectorBasis k) p
    simp only [Matrix.mulVec, dotProduct, Pi.smul_apply, Complex.real_smul] at h
    rw [Matrix.mul_diagonal, Matrix.mul_apply]
    simp only [modes, Matrix.IsHermitian.eigenvectorUnitary_apply]
    exact h.trans (mul_comm _ _)
  have h3 : S = modes hS * Matrix.diagonal (fun k => (hS.eigenvalues k : ℂ))
      * star (modes hS) := by
    rw [← h2, mul_assoc, h1, mul_one]
  refine (congrFun (congrFun h3 i) j).trans ?_
  rw [Matrix.mul_apply]
  refine Finset.sum_congr rfl fun k _ => ?_
  rw [Matrix.mul_diagonal, Matrix.star_apply]
  ring

omit [DecidableEq n] in
/-- Weighted sum of the squared moduli of a superposition `u + z v`, split into its two
diagonal terms and its interference term. -/
theorem sum_interference (f : n → ℝ) (u v : n → ℂ) (z : ℂ) :
    ∑ k, f k * Complex.normSq (u k + z * v k)
      = (∑ k, (f k : ℂ) * (u k * star (u k))).re
        + Complex.normSq z * (∑ k, (f k : ℂ) * (v k * star (v k))).re
        + 2 * (star z * ∑ k, (f k : ℂ) * (u k * star (v k))).re := by
  simp only [Finset.mul_sum, Complex.re_sum, ← Finset.sum_add_distrib]
  refine Finset.sum_congr rfl fun k _ => ?_
  simp only [Complex.normSq_apply, Complex.add_re, Complex.add_im, Complex.mul_re,
    Complex.mul_im, Complex.star_def, Complex.conj_re, Complex.conj_im,
    Complex.ofReal_re, Complex.ofReal_im]
  ring

/-- For two distinct functions of a normalised basis and any complex `z` of modulus one, the number
`1 + Re (z* S_ij)` lies between the smallest and the largest eigenvalue of the overlap matrix. -/
theorem pair_between (hS : S.IsHermitian) (hdiag : ∀ k, S k k = 1) {i j : n} (hij : i ≠ j)
    {z : ℂ} (hz : Complex.normSq z = 1) :
    lowest hS ≤ 1 + (star z * S i j).re ∧ 1 + (star z * S i j).re ≤ highest hS := by
  -- the weights of the pair combination on the eigenvectors sum to two
  have hw : ∑ k, Complex.normSq (modes hS i k + z * modes hS j k) = 2 := by
    have h := sum_interference (fun _ => 1) (modes hS i) (modes hS j) z
    simp only [Complex.ofReal_one, one_mul, modes_complete, Matrix.one_apply_eq,
      Matrix.one_apply_ne hij, hz, mul_zero, Complex.one_re, Complex.zero_re] at h
    linarith
  -- the eigenvalues summed with the same weights give the value of the quadratic form
  have he : ∑ k, hS.eigenvalues k * Complex.normSq (modes hS i k + z * modes hS j k)
      = 2 + 2 * (star z * S i j).re := by
    have h := sum_interference hS.eigenvalues (modes hS i) (modes hS j) z
    rw [← overlap_eq_sum_modes hS i i, ← overlap_eq_sum_modes hS j j,
      ← overlap_eq_sum_modes hS i j, hdiag i, hdiag j, hz, Complex.one_re] at h
    linarith
  have hlo : lowest hS * 2 ≤ 2 + 2 * (star z * S i j).re := by
    rw [← he, ← hw, Finset.mul_sum]
    exact Finset.sum_le_sum fun k _ => mul_le_mul_of_nonneg_right
      (ciInf_le (Set.finite_range hS.eigenvalues).bddBelow k) (Complex.normSq_nonneg _)
  have hhi : 2 + 2 * (star z * S i j).re ≤ highest hS * 2 := by
    rw [← he, ← hw, Finset.mul_sum]
    exact Finset.sum_le_sum fun k _ => mul_le_mul_of_nonneg_right
      (le_ciSup (Set.finite_range hS.eigenvalues).bddAbove k) (Complex.normSq_nonneg _)
  constructor <;> linarith

/-- One overlap of modulus `a` between distinct functions of a normalised basis puts the smallest
eigenvalue at or below `1 - a` and the largest at or above `1 + a`. -/
theorem extreme_eigenvalues (hS : S.IsHermitian) (hdiag : ∀ k, S k k = 1)
    {i j : n} (hij : i ≠ j) :
    lowest hS ≤ 1 - ‖S i j‖ ∧ 1 + ‖S i j‖ ≤ highest hS := by
  -- choose `z` to be the phase factor of the overlap
  obtain ⟨z, hz, hzs⟩ : ∃ z : ℂ, Complex.normSq z = 1 ∧ star z * S i j = (‖S i j‖ : ℂ) := by
    have hz : Complex.normSq (Complex.exp ((S i j).arg * Complex.I)) = 1 := by
      rw [Complex.normSq_eq_norm_sq, Complex.norm_exp_ofReal_mul_I, one_pow]
    refine ⟨Complex.exp ((S i j).arg * Complex.I), hz, ?_⟩
    have h := Complex.norm_mul_exp_arg_mul_I (S i j)
    have hc := Complex.mul_conj (Complex.exp ((S i j).arg * Complex.I))
    rw [hz, Complex.ofReal_one] at hc
    rw [Complex.star_def]
    linear_combination (‖S i j‖ : ℂ) * hc
      - (starRingEnd ℂ) (Complex.exp ((S i j).arg * Complex.I)) * h
  have hp := (pair_between hS hdiag hij hz).2
  have hm := (pair_between hS hdiag hij (z := -z) (by rw [Complex.normSq_neg, hz])).1
  rw [hzs, Complex.ofReal_re] at hp
  rw [star_neg, neg_mul, hzs, Complex.neg_re, Complex.ofReal_re] at hm
  exact ⟨by linarith, hp⟩

/-- For a positive definite overlap matrix with unit diagonal, an off-diagonal overlap of modulus
`a` satisfies `a < 1`, puts the smallest eigenvalue at or below `1 - a` and the largest at or above
`1 + a`, and makes the condition number at least `(1 + a) / (1 - a)`. -/
theorem near_linear_dependence (hS : S.PosDef) (hdiag : ∀ k, S k k = 1)
    {i j : n} (hij : i ≠ j) :
    lowest hS.isHermitian ≤ 1 - ‖S i j‖ ∧ 1 + ‖S i j‖ ≤ highest hS.isHermitian ∧
      ‖S i j‖ < 1 ∧
      (1 + ‖S i j‖) / (1 - ‖S i j‖) ≤ conditionNumber hS.isHermitian := by
  obtain ⟨h1, h2⟩ := extreme_eigenvalues hS.isHermitian hdiag hij
  have hpos : 0 < lowest hS.isHermitian := by
    have : Nonempty n := ⟨i⟩
    obtain ⟨k, hk⟩ := exists_eq_ciInf_of_finite (f := hS.isHermitian.eigenvalues)
    unfold lowest
    rw [← hk]
    exact hS.eigenvalues_pos k
  have ha := norm_nonneg (S i j)
  refine ⟨h1, h2, by linarith, ?_⟩
  unfold conditionNumber
  rw [div_le_div_iff₀ (by linarith) hpos]
  exact mul_le_mul h2 h1 hpos.le (by linarith)

/-- If a positive definite overlap matrix with unit diagonal has condition number at most `κ`, every
overlap between distinct basis functions has modulus at most `(κ - 1) / (κ + 1)`. -/
theorem overlap_le_of_conditionNumber_le (hS : S.PosDef) (hdiag : ∀ k, S k k = 1)
    {κ : ℝ} (hκ : conditionNumber hS.isHermitian ≤ κ) {i j : n} (hij : i ≠ j) :
    ‖S i j‖ ≤ (κ - 1) / (κ + 1) := by
  obtain ⟨-, -, ha, hc⟩ := near_linear_dependence hS hdiag hij
  have h0 := norm_nonneg (S i j)
  have hd : 0 < 1 - ‖S i j‖ := by linarith
  have hq : 0 ≤ (1 + ‖S i j‖) / (1 - ‖S i j‖) := by positivity
  have h := (div_le_iff₀ hd).mp (hc.trans hκ)
  rw [le_div_iff₀ (by linarith)]
  linarith

/-- For two linearly independent normalised basis functions the extreme eigenvalues of the overlap
matrix are exactly `1 - a` and `1 + a`, and the condition number is exactly `(1 + a) / (1 - a)`,
where `a` is the modulus of their overlap. -/
theorem two_functions_sharp {S : Matrix (Fin 2) (Fin 2) ℂ} (hS : S.PosDef)
    (hdiag : ∀ k, S k k = 1) :
    lowest hS.isHermitian = 1 - ‖S 0 1‖ ∧ highest hS.isHermitian = 1 + ‖S 0 1‖ ∧
      conditionNumber hS.isHermitian = (1 + ‖S 0 1‖) / (1 - ‖S 0 1‖) := by
  have hH := hS.isHermitian
  obtain ⟨h1, h2⟩ := extreme_eigenvalues hH hdiag (i := 0) (j := 1) (by decide)
  -- trace and determinant fix the two eigenvalues
  have ht : S.trace = ∑ k, (hH.eigenvalues k : ℂ) := hH.trace_eq_sum_eigenvalues
  have hd : S.det = ∏ k, (hH.eigenvalues k : ℂ) := hH.det_eq_prod_eigenvalues
  rw [Matrix.trace_fin_two, Fin.sum_univ_two, hdiag 0, hdiag 1] at ht
  rw [Matrix.det_fin_two, Fin.prod_univ_two, hdiag 0, hdiag 1, ← hH.apply 1 0,
    Complex.star_def, Complex.mul_conj, Complex.normSq_eq_norm_sq] at hd
  have ht' : (1 : ℝ) + 1 = hH.eigenvalues 0 + hH.eigenvalues 1 := by exact_mod_cast ht
  have hd' : (1 : ℝ) * 1 - ‖S 0 1‖ ^ 2 = hH.eigenvalues 0 * hH.eigenvalues 1 := by
    exact_mod_cast hd
  have hk : ∀ k, |hH.eigenvalues k - 1| ≤ ‖S 0 1‖ := by
    intro k
    refine abs_le_of_sq_le_sq (le_of_eq ?_) (norm_nonneg _)
    fin_cases k
    · change (hH.eigenvalues 0 - 1) ^ 2 = ‖S 0 1‖ ^ 2
      linear_combination (-hH.eigenvalues 0) * ht' + hd'
    · change (hH.eigenvalues 1 - 1) ^ 2 = ‖S 0 1‖ ^ 2
      linear_combination (-hH.eigenvalues 1) * ht' + hd'
  have hlo : lowest hH = 1 - ‖S 0 1‖ :=
    le_antisymm h1 (le_ciInf fun k => by linarith [(abs_le.mp (hk k)).1])
  have hhi : highest hH = 1 + ‖S 0 1‖ :=
    le_antisymm (ciSup_le fun k => by linarith [(abs_le.mp (hk k)).2]) h2
  exact ⟨hlo, hhi, by unfold conditionNumber; rw [hlo, hhi]⟩

end

end NearLinearDependence
```

```lean
#print axioms NearLinearDependence.overlap_le_of_conditionNumber_le
#print axioms NearLinearDependence.two_functions_sharp
```

```
'NearLinearDependence.overlap_le_of_conditionNumber_le' depends on axioms: [propext, Classical.choice, Quot.sound]
'NearLinearDependence.two_functions_sharp' depends on axioms: [propext, Classical.choice, Quot.sound]
```

## How the theorems describe a basis

The finite type `n` labels the basis functions, and `S : Matrix n n ℂ` is their overlap matrix. The hypothesis `hdiag` is normalisation, and `hij` says that the two functions are different, so the basis has at least two members. `S.PosDef` stands for linear independence and includes Hermiticity. It is assumed of the matrix; the file contains no wavefunctions or overlap integrals from which it could be derived.

`lowest` and `highest` are the infimum and supremum of Mathlib's eigenvalue family, and `conditionNumber` is their quotient. The modulus $a$ appears as `‖S i j‖`.

`near_linear_dependence` states the two eigenvalue bounds, $a<1$ and the condition-number bound together. The eigenvalue bounds alone, in `extreme_eigenvalues`, need only a Hermitian matrix with unit diagonal.

The implication runs one way: an overlap of modulus close to one forces poor conditioning, but the absence of such overlaps does not ensure good conditioning. Three functions with all pairwise overlaps slightly above $-1/2$ are nearly dependent, because their sum has a norm close to zero.

For electronic structure in a finite normalised basis, the result limits symmetric orthogonalisation: the largest eigenvalue of $S^{-1/2}$ is at least $(1-a)^{-1/2}$. The statements concern exact matrices and say nothing about rounding errors.

## How the proof follows the derivation

`modes` is $U$. `modes_complete` is the completeness relation, and `overlap_eq_sum_modes` is the expansion of $S_{ij}$, obtained by collecting the eigenvalue equations into $SU=U\Lambda$ and multiplying by $U^\dagger$.

`sum_interference` expands $|u_k+zv_k|^2$ under a sum with arbitrary real factors `f k`. `pair_between` uses it twice: with every factor equal to one it gives the total weight 2 (`hw`), and with the eigenvalues as factors it gives $2+2\,\mathrm{Re}(z^*S_{ij})$ (`he`). Comparing the sums term by term, with non-negative weights, gives both inequalities.

`extreme_eigenvalues` builds the phase as the exponential of $i$ times the argument of $S_{ij}$, which also works when the overlap vanishes. It then applies `pair_between` to `z` and `-z`.

In `near_linear_dependence`, the infimum over a finite non-empty family is attained at some eigenvalue, so `lowest` is positive. `div_le_div_iff₀` clears the denominators, and `mul_le_mul` multiplies the two eigenvalue bounds.

`overlap_le_of_conditionNumber_le` carries out the rearrangement for $\kappa$. In `two_functions_sharp` the functions are numbered 0 and 1. The trace and determinant identities give $|\lambda_k-1|\le a$ for both eigenvalues, which supplies the inequalities opposite to those of `extreme_eigenvalues`.
